# For the two-hole density $\tfrac34(1-x^2)$ on $[-1,1]$, a bound level above the band exists exactly when the hole–hole repulsion exceeds $2/3$

Energies are measured from the centre of the two-hole band, in units of half its width, so the band is the interval $[-1,1]$. The variable $x$ is an energy inside the band, $E$ is a trial energy above it, and $U$ is the on-site interaction of two holes, positive when they repel. A higher two-hole energy means a slower Auger electron.

The setting is a band that is full before the Auger decay, which leaves two holes on one site. With $G(E)$ the local Green function of two noninteracting holes, an interaction that acts on this site alone turns $G$ into $G/(1-UG)$. A pole above the band, where $U\,G(E)=1$, is a two-hole state split off from the continuum. In this one-band model it gives the atomic-like Auger line, as opposed to the broad band-like spectrum.

```lean
import Mathlib

open Set Filter Topology

namespace AugerTwoHoleBoundState

noncomputable section
```

The file loads the mathematics library Mathlib and opens a namespace, which prefixes all the names below.

```lean
/-- The two-hole band density `(3/4)(1 - x²)`, to be used for `x` in the band `[-1, 1]`. -/
def pairDensity (x : ℝ) : ℝ := 3 / 4 * (1 - x ^ 2)
```

This is the density $\rho(x)=\tfrac34(1-x^2)$. Lean defines it for every real $x$; the restriction to the band enters through the limits of integration. The shape is a simple model, not derived from a one-hole band: the density of two-hole states is smooth inside the band and falls linearly to zero at both edges. The last section compares it with a density that is built from a one-hole band.

```lean
/-- The local two-hole Green function of the noninteracting band, for energies `E > 1`. -/
def pairGreen (E : ℝ) : ℝ := ∫ x in (-1 : ℝ)..1, pairDensity x / (E - x)
```

In ordinary notation,
$$G(E)=\int_{-1}^{1}\frac{\rho(x)}{E-x}\,dx .$$
For $E>1$ the denominator never vanishes, so $G$ is real and no broadening is needed.

```lean
/-- A logarithmic expression in the energy `E`, for `E > 1`, extended by `3/2` to `E = 1`. -/
def greenClosed (E : ℝ) : ℝ :=
  3 / 4 * (2 * E - (E ^ 2 - 1) * (Real.log (E + 1) - Real.log (E - 1)))
```

This names the expression
$$g(E)=\tfrac34\left[2E-(E^2-1)\ln\frac{E+1}{E-1}\right].$$
At this point it is only a formula; its equality with $G$ is proved below.

```lean
/-- `E` lies above the band and solves the bound-state equation `U G(E) = 1`
for hole-hole repulsion `U`. -/
def IsTwoHoleBound (U E : ℝ) : Prop := 1 < E ∧ U * pairGreen E = 1
```

`IsTwoHoleBound U E` is a statement about two numbers: $E>1$ and $U\,G(E)=1$. The bound-state equation is taken as the starting point and is not derived from a Hamiltonian. The product form makes sense for every real $U$, so no sign has to be assumed.

## Unit weight and the closed form

```lean
lemma continuous_pairDensity : Continuous pairDensity := by
  unfold pairDensity
  fun_prop
```

The density is continuous, and therefore integrable over the band, which is a condition of the fundamental theorem of calculus used below. The tactic `fun_prop` finds such routine proofs.

```lean
/-- The two-hole density has total weight one. -/
theorem pairDensity_integral : ∫ x in (-1 : ℝ)..1, pairDensity x = 1 := by
  have h : ∀ x ∈ uIcc (-1 : ℝ) 1,
      HasDerivAt (fun y : ℝ => 3 / 4 * (y - 1 / 3 * y ^ 3)) (pairDensity x) x := by
    intro x _
    have h3 : HasDerivAt (fun y : ℝ => y ^ 3) (3 * x ^ 2) x := by simpa using hasDerivAt_pow 3 x
    have h4 := ((hasDerivAt_id' x).fun_sub (h3.const_mul (1 / 3))).const_mul (3 / 4)
    refine h4.congr_deriv ?_
    unfold pairDensity
    ring
  rw [intervalIntegral.integral_eq_sub_of_hasDerivAt h
    (continuous_pairDensity.intervalIntegrable _ _)]
  norm_num
```

The total weight is one:
$$\int_{-1}^{1}\tfrac34(1-x^2)\,dx=\tfrac34\left[x-\tfrac13x^3\right]_{-1}^{1}=\tfrac34\cdot\tfrac43=1 .$$
`HasDerivAt f f' x` reads "$f$ has derivative $f'$ at $x$". The proof checks the antiderivative `h` and then applies the fundamental theorem of calculus.

```lean
lemma continuousOn_integrand {E : ℝ} (hE : 1 < E) :
    ContinuousOn (fun x => pairDensity x / (E - x)) (Icc (-1) 1) := by
  have hd : Continuous (fun x : ℝ => E - x) := by fun_prop
  exact continuous_pairDensity.continuousOn.div hd.continuousOn
    (fun x hx => (sub_pos.2 (lt_of_le_of_lt hx.2 hE)).ne')
```

For $E>1$ the integrand $\rho(x)/(E-x)$ is continuous on the closed band `Icc (-1) 1`, because $E-x>0$ there. The hypothesis `hE` carries the condition $E>1$.

```lean
/-- Above the band the two-hole Green function equals the logarithmic expression
`greenClosed`. -/
theorem pairGreen_eq_closed {E : ℝ} (hE : 1 < E) : pairGreen E = greenClosed E := by
  have h : ∀ x ∈ uIcc (-1 : ℝ) 1, HasDerivAt
      (fun y : ℝ => 3 / 4 * ((E ^ 2 - 1) * Real.log (E - y) + E * y + 1 / 2 * y ^ 2))
      (pairDensity x / (E - x)) x := by
    intro x hx
    rw [uIcc_of_le (by norm_num)] at hx
    have hne : E - x ≠ 0 := (sub_pos.2 (lt_of_le_of_lt hx.2 hE)).ne'
    have h2 : HasDerivAt (fun y : ℝ => y ^ 2) (2 * x) x := by simpa using hasDerivAt_pow 2 x
    have hl : HasDerivAt (fun y : ℝ => Real.log (E - y)) (-1 / (E - x)) x :=
      ((hasDerivAt_id' x).const_sub E).log hne
    have h4 := (((hl.const_mul (E ^ 2 - 1)).fun_add
      ((hasDerivAt_id' x).const_mul E)).fun_add (h2.const_mul (1 / 2))).const_mul (3 / 4)
    refine h4.congr_deriv ?_
    unfold pairDensity
    field_simp
    ring
  unfold pairGreen
  rw [intervalIntegral.integral_eq_sub_of_hasDerivAt h
    ((continuousOn_integrand hE).intervalIntegrable_of_Icc (by norm_num))]
  simp only [sub_neg_eq_add]
  unfold greenClosed
  ring
```

Above the band, $G(E)=g(E)$. By hand, write $1-x^2=(E-x)(E+x)-(E^2-1)$, so that
$$\frac{1-x^2}{E-x}=E+x-\frac{E^2-1}{E-x}.$$
An antiderivative is $Ex+\tfrac12x^2+(E^2-1)\ln(E-x)$. Between $-1$ and $1$ the quadratic term cancels, leaving
$$2E+(E^2-1)\left[\ln(E-1)-\ln(E+1)\right],$$
and the factor $\tfrac34$ gives $g(E)$. Lean differentiates the same antiderivative; `field_simp` clears the denominator and `ring` confirms the algebra.

## A finite value at the band edge

```lean
lemma continuousOn_closed : ContinuousOn greenClosed (Ici 1) := by
  have h0 : Continuous (fun E : ℝ => E + 1) := by fun_prop
  have h1 : ContinuousOn (fun E : ℝ => Real.log (E + 1)) (Ici 1) :=
    h0.continuousOn.log (fun x hx => by
      have h : (1 : ℝ) ≤ x := hx
      exact (by linarith : (0 : ℝ) < x + 1).ne')
  -- the edge singularity is harmless because `t log t` is continuous at zero
  have h2 : Continuous (fun E : ℝ => (E - 1) * Real.log (E - 1)) :=
    Real.continuous_mul_log.comp (continuous_id.sub continuous_const)
  have p1 : Continuous (fun E : ℝ => 3 / 2 * E) := by fun_prop
  have p2 : Continuous (fun E : ℝ => 3 / 4 * (E ^ 2 - 1)) := by fun_prop
  have p3 : Continuous (fun E : ℝ => 3 / 4 * (E + 1)) := by fun_prop
  have h3 : ContinuousOn (fun E : ℝ => 3 / 2 * E - 3 / 4 * (E ^ 2 - 1) * Real.log (E + 1)
      + 3 / 4 * (E + 1) * ((E - 1) * Real.log (E - 1))) (Ici 1) :=
    (p1.continuousOn.sub (p2.continuousOn.mul h1)).add (p3.mul h2).continuousOn
  refine h3.congr (fun E _ => ?_)
  unfold greenClosed
  ring
```

The formula $g$ is continuous on `Ici 1`, the half-line $E\ge1$. The only doubtful term is $(E^2-1)\ln(E-1)$ at $E=1$. Written as $(E+1)\cdot(E-1)\ln(E-1)$, it contains $t\ln t$ with $t=E-1$, which tends to zero. The proof regroups $g$ in this way and assembles it from continuous parts.

```lean
lemma greenClosed_one : greenClosed 1 = 3 / 2 := by norm_num [greenClosed]
```

At the edge, $g(1)=\tfrac32$. Lean assigns $\ln 0$ a conventional value, but the factor $E^2-1=0$ removes it.

```lean
/-- As the energy approaches the upper band edge from above, the two-hole Green function
tends to the finite value `3/2`. -/
theorem pairGreen_tendsto_edge : Tendsto pairGreen (𝓝[>] 1) (𝓝 (3 / 2)) := by
  have h : Tendsto greenClosed (𝓝[>] 1) (𝓝 (greenClosed 1)) :=
    (continuousOn_closed 1 (mem_Ici.2 le_rfl)).mono Ioi_subset_Ici_self
  rw [greenClosed_one] at h
  refine h.congr' ?_
  filter_upwards [self_mem_nhdsWithin] with E hE
  exact (pairGreen_eq_closed hE).symm
```

As $E$ approaches $1$ from above, written `𝓝[>] 1`, the Green function tends to $\tfrac32$. The proof takes the limit of $g$ and replaces $g$ by $G$, since they agree for $E>1$. The same number follows from setting $E=1$ in the integrand:
$$\int_{-1}^{1}\tfrac34\,\frac{1-x^2}{1-x}\,dx=\int_{-1}^{1}\tfrac34(1+x)\,dx=\tfrac32 .$$
The linear fall of the density cancels the vanishing denominator. This finite edge value sets the critical repulsion.

## Monotonicity and bounds

```lean
lemma pairDensity_nonneg {x : ℝ} (hx : x ∈ Ioc (-1 : ℝ) 1) : 0 ≤ pairDensity x := by
  unfold pairDensity
  nlinarith [mul_nonneg (sub_nonneg.2 hx.2) (by linarith [hx.1] : (0 : ℝ) ≤ 1 + x)]
```

The density is nonnegative in the band, since $1-x^2=(1-x)(1+x)$. `Ioc` is the interval without its left endpoint, which is the form the integral comparisons require.

```lean
lemma pairDensity_zero_pos : 0 < pairDensity 0 := by norm_num [pairDensity]
```

At the band centre, $\rho(0)=\tfrac34>0$. This one point will make the inequalities strict.

```lean
/-- Above the band the two-hole Green function strictly decreases with energy. -/
theorem pairGreen_strictAnti : StrictAntiOn pairGreen (Ioi 1) := by
  intro E hE F hF hEF
  have hE' : 1 < E := hE
  unfold pairGreen
  refine intervalIntegral.integral_lt_integral_of_continuousOn_of_le_of_exists_lt (by norm_num)
    (continuousOn_integrand hF) (continuousOn_integrand hE) (fun x hx => ?_)
    ⟨0, by norm_num, ?_⟩
  · exact div_le_div_of_nonneg_left (pairDensity_nonneg hx) (by linarith [hx.2]) (by linarith)
  · exact div_lt_div_of_pos_left pairDensity_zero_pos (by linarith) (by linarith)
```

$G$ decreases strictly for energies above the band. Take $1<E<F$. For each $x$ in the band $0<E-x<F-x$, and $\rho(x)\ge0$, so
$$\frac{\rho(x)}{F-x}\le\frac{\rho(x)}{E-x},$$
with strict inequality at $x=0$. Both integrands are continuous, so the integrals satisfy $G(F)<G(E)$. The long library lemma in the proof is this comparison principle, and the two bullets supply the weak inequality and the strict one.

```lean
/-- At energy `E` above the band the two-hole Green function lies strictly between
`1/(E + 1)` and `1/(E - 1)`. -/
theorem pairGreen_bounds {E : ℝ} (hE : 1 < E) :
    1 / (E + 1) < pairGreen E ∧ pairGreen E < 1 / (E - 1) := by
  -- the density divided by a constant `c` integrates to `1 / c`
  have key : ∀ c : ℝ, ∫ x in (-1 : ℝ)..1, pairDensity x / c = 1 / c := fun c => by
    rw [intervalIntegral.integral_div, pairDensity_integral]
  rw [← key (E + 1), ← key (E - 1)]
  unfold pairGreen
  constructor
  · refine intervalIntegral.integral_lt_integral_of_continuousOn_of_le_of_exists_lt
      (by norm_num) (continuous_pairDensity.div_const _).continuousOn
      (continuousOn_integrand hE) (fun x hx => ?_) ⟨0, by norm_num, ?_⟩
    · exact div_le_div_of_nonneg_left (pairDensity_nonneg hx) (by linarith [hx.2])
        (by linarith [hx.1])
    · exact div_lt_div_of_pos_left pairDensity_zero_pos (by linarith) (by linarith)
  · refine intervalIntegral.integral_lt_integral_of_continuousOn_of_le_of_exists_lt
      (by norm_num) (continuousOn_integrand hE)
      (continuous_pairDensity.div_const _).continuousOn (fun x hx => ?_) ⟨0, by norm_num, ?_⟩
    · exact div_le_div_of_nonneg_left (pairDensity_nonneg hx) (by linarith) (by linarith [hx.2])
    · exact div_lt_div_of_pos_left pairDensity_zero_pos (by linarith) (by linarith)
```

The bounds are
$$\frac1{E+1}<G(E)<\frac1{E-1}.$$
In the band, $E-1\le E-x\le E+1$. Replacing $E-x$ by either extreme leaves the total weight, which is one, divided by a constant; that is the step `key`. Strictness again comes from $x=0$.

```lean
/-- A bound level `E` of two holes with interaction `U` requires `U > 0` and lies within
one half-bandwidth of `U`. -/
theorem bound_location {U E : ℝ} (h : IsTwoHoleBound U E) : 0 < U ∧ |E - U| < 1 := by
  obtain ⟨hE, h⟩ := h
  obtain ⟨hl, hu⟩ := pairGreen_bounds hE
  have hG : 0 < pairGreen E := lt_trans (one_div_pos.2 (by linarith)) hl
  have hU : 0 < U := by
    by_contra hn
    nlinarith [mul_nonneg (sub_nonneg.2 (not_lt.1 hn)) hG.le]
  rw [div_lt_iff₀ (by linarith)] at hl
  rw [lt_div_iff₀ (by linarith)] at hu
  have h1 := mul_pos hU (sub_pos.2 hl)
  have h2 := mul_pos hU (sub_pos.2 hu)
  have e1 : U * (pairGreen E * (E + 1) - 1) = E + 1 - U := by linear_combination (E + 1) * h
  have e2 : U * (1 - pairGreen E * (E - 1)) = U - (E - 1) := by
    linear_combination -(E - 1) * h
  exact ⟨hU, abs_lt.2 ⟨by linarith, by linarith⟩⟩
```

If $E$ is a bound level for $U$, then $U>0$ and $|E-U|<1$. The lower bound gives $G(E)>0$, so $U\,G(E)=1$ forces $U>0$: an attractive or vanishing interaction gives no level above this band. With $G(E)=1/U$, the bounds become
$$\frac1{E+1}<\frac1U<\frac1{E-1},\qquad\text{hence}\qquad E-1<U<E+1 .$$
Lean multiplies the inequalities by $U$ instead of taking reciprocals; `e1` and `e2` record the results after $U\,G(E)=1$ has been used.

## The critical repulsion

```lean
/-- Two holes with interaction `U` have a bound level above the band if and only if
`U > 2/3`, and there is never more than one such level. -/
theorem critical_repulsion (U : ℝ) :
    ((∃ E, IsTwoHoleBound U E) ↔ 2 / 3 < U) ∧
      ∀ E F, IsTwoHoleBound U E → IsTwoHoleBound U F → E = F := by
  refine ⟨⟨?_, fun hU => ?_⟩, fun E F hE hF => ?_⟩
  · rintro ⟨E, hE⟩
    have hU := (bound_location hE).1
    -- by monotonicity the Green function stays below its edge value
    obtain ⟨M, hM1, hME⟩ := exists_between hE.1
    have hlt : pairGreen E < pairGreen M := pairGreen_strictAnti hM1 hE.1 hME
    have hle : pairGreen M ≤ 3 / 2 := by
      refine ge_of_tendsto pairGreen_tendsto_edge ?_
      filter_upwards [Ioo_mem_nhdsGT hM1] with x hx
      exact (pairGreen_strictAnti hx.1 hM1 hx.2).le
    nlinarith [mul_pos hU (sub_pos.2 (lt_of_lt_of_le hlt hle)), hE.2]
  · have hU0 : 0 < U := by linarith
    have hedge : 1 / U < 3 / 2 := by
      rw [div_lt_iff₀ hU0]
      linarith
    have hfar := (pairGreen_bounds (by linarith : 1 < U + 1)).2
    rw [add_sub_cancel_right, pairGreen_eq_closed (by linarith)] at hfar
    -- the Green function passes through `1/U` between the edge and `U + 1`
    obtain ⟨E, hE, hEU⟩ := intermediate_value_Icc' (by linarith : (1 : ℝ) ≤ U + 1)
      (continuousOn_closed.mono Icc_subset_Ici_self)
      ⟨hfar.le, by rw [greenClosed_one]; exact hedge.le⟩
    have hE1 : 1 < E := by
      refine lt_of_le_of_ne hE.1 (fun h => ?_)
      rw [← h, greenClosed_one] at hEU
      linarith
    exact ⟨E, hE1, by rw [pairGreen_eq_closed hE1, hEU]; exact mul_one_div_cancel hU0.ne'⟩
  · exact pairGreen_strictAnti.injOn hE.1 hF.1
      (mul_left_cancel₀ (bound_location hE).1.ne' (hE.2.trans hF.2.symm))

end

end AugerTwoHoleBoundState
```

The theorem concerns the density $\rho$ defined above and holds for every real $U$. Its first part says that some $E$ is a bound level if and only if $U>\tfrac23$. Its second part says that any two bound levels $E$ and $F$ for the same $U$ are equal.

**Necessity.** Let $E$ be a bound level and choose $M$ with $1<M<E$. Monotonicity gives $G(E)<G(M)$. For every $x$ between $1$ and $M$, now a trial energy above the band, $G(M)<G(x)$; letting $x$ fall to $1$ gives $G(M)\le\tfrac32$. Therefore $G(E)<\tfrac32$, and since $U>0$,
$$1=U\,G(E)<\tfrac32U,\qquad\text{so}\qquad U>\tfrac23 .$$
The intermediate point $M$ keeps the inequality strict when the limit is taken.

**Existence.** Let $U>\tfrac23$, so $1/U<\tfrac32=g(1)$. At the other end of $[1,U+1]$, the upper bound gives $g(U+1)=G(U+1)<1/U$. The continuous function $g$ therefore takes the value $1/U$ somewhere in between, which is the step `intermediate_value_Icc'`. The point found is not $E=1$, where $g=\tfrac32$, so $E>1$ and $U\,G(E)=1$.

**Uniqueness.** If $U\,G(E)=U\,G(F)=1$, cancelling $U>0$ gives $G(E)=G(F)$. A strictly decreasing function takes no value twice, so $E=F$.

At $U=\tfrac23$ exactly there is no level above the band. In physical units the critical repulsion is two thirds of the half-width of the two-hole band. For this density and a full band, it separates spectra with a level split off above the band from those without one; how much Auger intensity the level carries is a different question.

```lean
#print axioms AugerTwoHoleBoundState.critical_repulsion
```

```
'AugerTwoHoleBoundState.critical_repulsion' depends on axioms: [propext, Classical.choice, Quot.sound]
```

## The repulsion that puts the level at $E=2$

Put $E=2$ in the closed form:
$$G(2)=\tfrac34(4-3\ln3)\approx0.5281,\qquad U=\frac1{G(2)}\approx1.8935 .$$
The Green function lies between $\tfrac13$ and $1$, as the bounds require. The repulsion is above $\tfrac23$, and the level lies about $0.1065$ from $U$, well within one half-bandwidth.

## Starting from a one-hole density

For two independent holes of opposite spin in the same band, the local two-hole density is the convolution of the one-hole density with itself. The parabola $\tfrac34(1-x^2)$ is not exactly of this form for any one-hole density: its Fourier transform $3(\sin k-k\cos k)/k^3$ has simple zeros, whereas the transform of such a convolution is a square, whose zeros have even order. The parabola is thus a model shape, and for a given one-hole band the threshold has to be computed from the convolution. A flat one-hole density on $[-\tfrac12,\tfrac12]$, for example, gives the triangular two-hole density $1-|x|$ on $[-1,1]$. A separate calculation, not part of the Lean file, gives its edge value as
$$\int_{-1}^{1}\frac{1-|x|}{1-x}\,dx=1+(2\ln2-1)=2\ln2,$$
and the critical repulsion becomes $1/(2\ln2)\approx0.721$ in place of $\tfrac23$. The argument keeps its shape, with a different closed form and a different edge limit.
